# Relativistic local exchange under density scaling: Ex[n_t; c] = t Ex[n; c/t]

Take a droplet of electrons with uniform density ρ inside a ball of volume V and nothing outside. In atomic units and without spin polarisation, its local Fermi momentum is k = (3π²ρ)^(1/3), and a relativistic local exchange functional gives it the energy

Ex = C V ρ^(4/3) Φ(k/c),

where C is a constant prefactor, c is the speed of light and Φ is the relativistic correction factor. Now compress the droplet by a factor t > 0 in each direction, keeping the number of electrons. The volume becomes V/t³, the density t³ρ and the Fermi momentum t k, so the energy becomes

C (V/t³) (t⁴ ρ^(4/3)) Φ(t k/c) = t · C V ρ^(4/3) Φ(k/(c/t)).

Apart from the overall factor t, compression has acted as a reduction of the speed of light from c to c/t. If Φ tends to 1 at small argument, then for c much larger than both k and t k the correction disappears and the energy simply scales with t.

The same law holds for every nonnegative density n whose exchange integrand is integrable, with the scaled density n_t(r) = t³ n(t r). The Lean file below proves this, and also determines which factors Φ give plain proportionality to t at fixed c.

## The density and its scaled copy

```lean
import Mathlib

open MeasureTheory Real

namespace RelativisticExchangeScaling

noncomputable section
```

The file loads Mathlib, Lean's mathematical library, and makes its names for integrals and for π available.

```lean
/-- Three-dimensional position space. -/
abbrev Space := EuclideanSpace ℝ (Fin 3)
```

`Space` is ordinary three-dimensional Euclidean space, with its usual volume measure.

```lean
/-- The scaled density `n_t(r) = t³ n(t r)`. -/
def scaleDensity (t : ℝ) (n : Space → ℝ) : Space → ℝ := fun r => t ^ 3 * n (t • r)
```

A density is a function from `Space` to the real numbers. `scaleDensity t n` is the function n_t(r) = t³ n(t r); the symbol `•` multiplies a vector by a number. The scaling factor t is positive in all the theorems below: for t > 1 the density is compressed, for 0 < t < 1 it is spread out.

```lean
/-- The particle number, the integral of the density over space. -/
def particleNumber (n : Space → ℝ) : ℝ := ∫ r, n r
```

This is N[n] = ∫ n(r) d³r. Nothing requires N to be an integer.

## Fermi momentum and exchange integrand

```lean
/-- The local Fermi momentum `(3 π² ρ)^(1/3)` of a density value `ρ ≥ 0`. -/
def fermiMomentum (ρ : ℝ) : ℝ := (3 * π ^ 2 * ρ) ^ (1 / 3 : ℝ)
```

For a density value ρ, this is

k_F(ρ) = (3π²ρ)^(1/3),

the Fermi momentum of a spin-unpolarised uniform electron gas in atomic units. The annotation `(1 / 3 : ℝ)` makes the exponent a real number; without it, Lean could read 1/3 as integer division.

```lean
/-- The exchange integrand `ρ^(4/3) Φ(k_F/c)` at a density value `ρ ≥ 0`, with relativistic
factor `Φ` and speed of light `c ≠ 0`. -/
def exchangeDensity (Φ : ℝ → ℝ) (c ρ : ℝ) : ℝ :=
  ρ ^ (4 / 3 : ℝ) * Φ (fermiMomentum ρ / c)
```

Write e_c(ρ) for this quantity:

e_c(ρ) = ρ^(4/3) Φ(k_F(ρ)/c).

The ratio k_F/c measures how relativistic the electrons at the local Fermi surface are. Φ stands for the change that relativity makes to the exchange energy of the uniform gas. The file leaves it as an arbitrary function and does not derive it from quantum electrodynamics.

```lean
/-- The relativistic local exchange energy `Ex[n; c] = C ∫ n^(4/3) Φ(k_F/c)`, for `c ≠ 0`. -/
def exchangeEnergy (C : ℝ) (Φ : ℝ → ℝ) (c : ℝ) (n : Space → ℝ) : ℝ :=
  C * ∫ r, exchangeDensity Φ c (n r)
```

The exchange energy is Ex[n; c] = C ∫ e_c(n(r)) d³r. The prefactor C, which in practice carries the strength of the Coulomb exchange of the uniform gas, is also left free.

```lean
/-- A density is admissible if it is nonnegative and integrable, and its exchange integrand is
integrable for every positive speed of light. -/
structure Admissible (Φ : ℝ → ℝ) (n : Space → ℝ) : Prop where
  nonneg : ∀ r, 0 ≤ n r
  integrable : Integrable n
  exchange : ∀ c > 0, Integrable fun r => exchangeDensity Φ c (n r)
```

`Admissible Φ n` bundles three conditions: n is nowhere negative, n is integrable, and e_c(n(r)) is integrable for every c > 0. The integrability conditions matter because Lean assigns the value 0 to the integral of a non-integrable function, and an equation between such values would say nothing about energies.

```lean
/-- A uniform droplet: density `ρ` inside the unit ball and zero outside. -/
def droplet (ρ : ℝ) : Space → ℝ := (Metric.closedBall (0 : Space) 1).indicator fun _ => ρ
```

This is the droplet from the opening, with the unit ball as its region. `indicator` keeps a function's values on a set and replaces them by zero elsewhere.

## Powers of t

```lean
variable {C c t ρ : ℝ} {Φ : ℝ → ℝ} {n : Space → ℝ}

/-- Multiplying the density value by `t³` multiplies the Fermi momentum by `t`. -/
theorem fermiMomentum_scale (ht : 0 < t) (hρ : 0 ≤ ρ) :
    fermiMomentum (t ^ 3 * ρ) = t * fermiMomentum ρ := by
  have h : (t ^ 3) ^ (1 / 3 : ℝ) = t := by
    rw [← Real.rpow_natCast t 3, ← Real.rpow_mul ht.le]
    norm_num
  unfold fermiMomentum
  rw [show 3 * π ^ 2 * (t ^ 3 * ρ) = t ^ 3 * (3 * π ^ 2 * ρ) by ring,
    Real.mul_rpow (by positivity) (by positivity), h]
```

The line beginning with `variable` declares the symbols that the theorems share. A theorem then lists its hypotheses in parentheses, each with a name: `ht` is the assumption 0 < t, and `hρ` is 0 ≤ ρ. The claim follows the colon, and the proof follows `:= by`. Here the claim is

k_F(t³ρ) = (t³ · 3π²ρ)^(1/3) = (t³)^(1/3) (3π²ρ)^(1/3) = t k_F(ρ).

The auxiliary statement `h` is (t³)^(1/3) = t. The tactic `rw` replaces one side of an equation by the other; it first moves t³ to the front and then splits the power of the product. The lemma used for the split, `Real.mul_rpow`, asks for nonnegative factors, which `positivity` checks.

```lean
/-- Multiplying the density value by `t³` multiplies the exchange integrand by `t⁴` and replaces
the speed of light `c` by `c/t`. -/
theorem exchangeDensity_scale (ht : 0 < t) (hρ : 0 ≤ ρ) :
    exchangeDensity Φ c (t ^ 3 * ρ) = t ^ 4 * exchangeDensity Φ (c / t) ρ := by
  have h : (t ^ 3) ^ (4 / 3 : ℝ) = t ^ 4 := by
    rw [← Real.rpow_natCast t 3, ← Real.rpow_mul ht.le, ← Real.rpow_natCast t 4]
    norm_num
  unfold exchangeDensity
  rw [fermiMomentum_scale ht hρ, Real.mul_rpow (by positivity) hρ, h,
    div_div_eq_mul_div, mul_comm t (fermiMomentum ρ), mul_assoc]
```

Since (t³)^(4/3) = t⁴, the previous result gives

e_c(t³ρ) = t⁴ ρ^(4/3) Φ(t k_F(ρ)/c) = t⁴ ρ^(4/3) Φ(k_F(ρ)/(c/t)) = t⁴ e_{c/t}(ρ).

The proof follows this line: `h` is the power of t, `fermiMomentum_scale` supplies the Fermi momentum, and `div_div_eq_mul_div` rewrites k_F(ρ)/(c/t) on the right-hand side as k_F(ρ) t/c, so that the two arguments of Φ agree up to the order of the factors.

```lean
/-- Dilating the argument of a function on space by `t` divides its integral by `t³`. -/
theorem integral_dilate (f : Space → ℝ) (ht : 0 < t) :
    ∫ r, f (t • r) = (t ^ 3)⁻¹ * ∫ r, f r := by
  rw [Measure.integral_comp_smul, finrank_euclideanSpace_fin, abs_of_pos (by positivity),
    smul_eq_mul]
```

Substitute u = t r, so that d³u = t³ d³r:

∫ f(t r) d³r = t⁻³ ∫ f(u) d³u.

Mathlib has this change of variables for any finite dimension, and `finrank_euclideanSpace_fin` sets the dimension to 3.

## Particle number and exchange energy

```lean
/-- The scaled density is integrable and has the same particle number. -/
theorem particleNumber_scale (ht : 0 < t) (hn : Integrable n) :
    Integrable (scaleDensity t n) ∧ particleNumber (scaleDensity t n) = particleNumber n := by
  refine ⟨(hn.comp_smul ht.ne').const_mul _, ?_⟩
  unfold particleNumber scaleDensity
  rw [integral_const_mul, integral_dilate n ht, ← mul_assoc,
    mul_inv_cancel₀ (pow_ne_zero 3 ht.ne'), one_mul]
```

The symbol `∧` means "and": if n is integrable, then n_t is integrable and

N[n_t] = t³ ∫ n(t r) d³r = t³ t⁻³ ∫ n(u) d³u = N[n].

The `refine` line settles integrability and leaves the equation, which the remaining lines prove by the substitution above.

```lean
/-- Scaling law of relativistic local exchange: `Ex[n_t; c] = t Ex[n; c/t]` for any factor `Φ`,
and the exchange integrand of the scaled density is integrable. -/
theorem exchangeEnergy_scale (ht : 0 < t) (hn : ∀ r, 0 ≤ n r)
    (hint : Integrable fun r => exchangeDensity Φ (c / t) (n r)) :
    (Integrable fun r => exchangeDensity Φ c (scaleDensity t n r)) ∧
      exchangeEnergy C Φ c (scaleDensity t n) = t * exchangeEnergy C Φ (c / t) n := by
  -- pointwise scaling of the integrand
  have key : (fun r => exchangeDensity Φ c (scaleDensity t n r)) =
      fun r => t ^ 4 * exchangeDensity Φ (c / t) (n (t • r)) :=
    funext fun r => exchangeDensity_scale ht (hn _)
  constructor
  · rw [key]
    exact (hint.comp_smul ht.ne').const_mul _
  · -- the volume element contributes `t⁻³`
    have h : t ^ 4 * (t ^ 3)⁻¹ = t := by field_simp
    unfold exchangeEnergy
    rw [key, integral_const_mul, integral_dilate (fun r => exchangeDensity Φ (c / t) (n r)) ht,
      ← mul_assoc (t ^ 4), h]
    ring
```

This is the scaling law. Its hypotheses are t > 0, n ≥ 0 everywhere, and integrability of the original exchange integrand at speed of light c/t. The conclusion has two parts: the exchange integrand of n_t at speed c is integrable, and the energies are related as in the title. The calculation is

Ex[n_t; c] = C ∫ e_c(t³ n(t r)) d³r

= C t⁴ ∫ e_{c/t}(n(t r)) d³r

= C t⁴ t⁻³ ∫ e_{c/t}(n(u)) d³u

= t Ex[n; c/t].

In the proof, `key` is the step from the first line to the second, stated as an equality of functions of r. `integral_dilate` performs the substitution, and `h` is t⁴ t⁻³ = t.

For relativistic density functional calculations on heavy elements, the law says that within this exchange-only local approximation, compressing a density by t samples Φ at the same arguments as changing the speed of light from c to c/t. The theorem concerns the local exchange functional only and leaves open how correlation, gradient corrections or the exact exchange functional scale.

## A constant factor

```lean
/-- If `Φ` is constant on positive arguments, exchange scales homogeneously at fixed speed of
light: `Ex[n_t; c] = t Ex[n; c]`. -/
theorem exchangeEnergy_scale_of_const {a : ℝ} (ha : ∀ x > 0, Φ x = a) (hc : 0 < c) (ht : 0 < t)
    (h : Admissible Φ n) :
    exchangeEnergy C Φ c (scaleDensity t n) = t * exchangeEnergy C Φ c n := by
  -- the integrand does not depend on the speed of light
  have hd : ∀ s > 0, (fun r => exchangeDensity Φ s (n r)) =
      fun r => n r ^ (4 / 3 : ℝ) * a := by
    intro s hs
    funext r
    unfold exchangeDensity
    rcases (h.nonneg r).eq_or_lt with h0 | hpos
    · rw [← h0, Real.zero_rpow (by norm_num), zero_mul, zero_mul]
    · have hk : 0 < fermiMomentum (n r) := by
        unfold fermiMomentum
        exact Real.rpow_pos_of_pos (by positivity) _
      rw [ha _ (div_pos hk hs)]
  have hct : 0 < c / t := div_pos hc ht
  rw [(exchangeEnergy_scale ht h.nonneg (h.exchange _ hct)).2]
  unfold exchangeEnergy
  rw [hd _ hct, hd _ hc]
```

Suppose Φ(x) = a for all x > 0. Where n(r) > 0, the Fermi momentum is positive and Φ contributes a. Where n(r) = 0, the prefactor n(r)^(4/3) vanishes, so Φ(0) is irrelevant. In both cases

e_s(n(r)) = a n(r)^(4/3) for every s > 0,

which is the statement `hd`; `rcases` separates the two cases. The integrand therefore does not depend on the speed of light, so Ex[n; c/t] = Ex[n; c], and the scaling law becomes

Ex[n_t; c] = t Ex[n; c].

The choice a = 1 is nonrelativistic local exchange.

## Droplets as test densities

```lean
/-- The exchange integrand of a droplet is uniform inside the unit ball and zero outside. -/
theorem exchangeDensity_droplet (Φ : ℝ → ℝ) (c ρ : ℝ) :
    (fun r => exchangeDensity Φ c (droplet ρ r)) =
      (Metric.closedBall (0 : Space) 1).indicator fun _ => exchangeDensity Φ c ρ := by
  funext r
  by_cases hr : r ∈ Metric.closedBall (0 : Space) 1
  · simp only [droplet, Set.indicator_of_mem hr]
  · simp only [droplet, Set.indicator_of_notMem hr, exchangeDensity]
    rw [Real.zero_rpow (by norm_num), zero_mul]
```

Applying e_c to a droplet gives e_c(ρ) inside the ball and e_c(0) = 0 outside. `by_cases` splits the argument according to whether r lies in the ball.

```lean
/-- Every droplet of nonnegative density is admissible, whatever the factor `Φ`. -/
theorem droplet_admissible (Φ : ℝ → ℝ) (hρ : 0 ≤ ρ) : Admissible Φ (droplet ρ) := by
  have I : ∀ a : ℝ, Integrable ((Metric.closedBall (0 : Space) 1).indicator fun _ => a) :=
    fun a => (integrable_indicator_iff measurableSet_closedBall).2
      (continuous_const.continuousOn.integrableOn_compact (isCompact_closedBall 0 1))
  refine ⟨fun r => Set.indicator_nonneg (fun _ _ => hρ) r, I ρ, fun c _ => ?_⟩
  rw [exchangeDensity_droplet]
  exact I _
```

A droplet with ρ ≥ 0 satisfies all three conditions of `Admissible`. The density and its exchange integrand are each constant on a bounded region and zero elsewhere, so they are integrable. Φ may be as irregular as one likes, because a droplet samples it at only one relevant argument.

```lean
/-- The exchange energy of a droplet is `C` times the volume of the unit ball times the uniform
exchange integrand. -/
theorem exchangeEnergy_droplet (C : ℝ) (Φ : ℝ → ℝ) (c ρ : ℝ) :
    exchangeEnergy C Φ c (droplet ρ) =
      C * ((volume : Measure Space).real (Metric.closedBall 0 1) * exchangeDensity Φ c ρ) := by
  unfold exchangeEnergy
  rw [exchangeDensity_droplet, integral_indicator measurableSet_closedBall, setIntegral_const,
    smul_eq_mul]
```

With V the volume of the unit ball, this is the opening formula:

Ex = C V e_c(ρ) = C V ρ^(4/3) Φ(k_F(ρ)/c).

The expression `(volume : Measure Space).real (Metric.closedBall 0 1)` is V as a real number. Its value 4π/3 is never needed, only that it is positive.

## Homogeneous scaling and constant Φ

```lean
/-- Exchange scales homogeneously at fixed speed of light for all admissible densities if and
only if `Φ` is constant on positive arguments. -/
theorem homogeneous_scaling_iff (hC : C ≠ 0) (hc : 0 < c) :
    (∀ n, Admissible Φ n → ∀ t > 0,
      exchangeEnergy C Φ c (scaleDensity t n) = t * exchangeEnergy C Φ c n) ↔
    ∃ a, ∀ x > 0, Φ x = a := by
  refine ⟨fun H => ⟨Φ 1, fun x hx => ?_⟩,
    fun ⟨a, ha⟩ n hn t ht => exchangeEnergy_scale_of_const ha hc ht hn⟩
  -- a density value whose Fermi momentum equals `c`
  obtain ⟨ρ, hρ, hk⟩ : ∃ ρ, 0 < ρ ∧ fermiMomentum ρ = c := by
    refine ⟨c ^ 3 * (3 * π ^ 2)⁻¹, by positivity, ?_⟩
    rw [fermiMomentum_scale hc (by positivity), fermiMomentum,
      mul_inv_cancel₀ (by positivity), Real.one_rpow, mul_one]
  have hV : 0 < (volume : Measure Space).real (Metric.closedBall 0 1) :=
    ENNReal.toReal_pos (Metric.measure_closedBall_pos volume (0 : Space) one_pos).ne'
      (isCompact_closedBall (0 : Space) 1).measure_lt_top.ne
  -- compare the two scaling laws on the droplet
  have hd := droplet_admissible Φ hρ.le
  have h1 := H _ hd x hx
  rw [(exchangeEnergy_scale hx hd.nonneg (hd.exchange _ (div_pos hc hx))).2] at h1
  have h2 := mul_left_cancel₀ hx.ne' h1
  rw [exchangeEnergy_droplet, exchangeEnergy_droplet] at h2
  have h3 := mul_left_cancel₀ hV.ne' (mul_left_cancel₀ hC h2)
  unfold exchangeDensity at h3
  have h4 := mul_left_cancel₀ (Real.rpow_pos_of_pos hρ _).ne' h3
  have hcx : c / (c / x) = x := by field_simp
  rwa [hk, hcx, div_self hc.ne'] at h4

end

end RelativisticExchangeScaling
```

The symbol `↔` means "if and only if". Fix C ≠ 0 and c > 0. The left side says that Ex[n_t; c] = t Ex[n; c] for every admissible n and every t > 0. The right side says that some number a equals Φ(x) for all x > 0.

From right to left, this is the theorem on constant factors. From left to right, take any x > 0 and aim for Φ(x) = Φ(1). Choose a droplet n with density

ρ = c³/(3π²), so that k_F(ρ) = c,

and scale it by t = x. The assumed homogeneity and the scaling law give two expressions for the same energy:

x Ex[n; c/x] = Ex[n_x; c] = x Ex[n; c].

Dividing by x and inserting the droplet energy gives

C V ρ^(4/3) Φ(c/(c/x)) = C V ρ^(4/3) Φ(c/c).

The factors C, V and ρ^(4/3) are nonzero, so they cancel. What remains is Φ(x) = Φ(1), and since x was arbitrary, Φ is constant on the positive axis with a = Φ(1).

In the Lean proof, `H` is the assumed homogeneity and `h1` applies it to the droplet. The statements `h2`, `h3` and `h4` record the successive cancellations, each made by `mul_left_cancel₀`, which requires the cancelled factor to be nonzero. The last line simplifies the two arguments of Φ to x and 1.

A factor that really varies with k_F/c therefore breaks homogeneous scaling for at least one admissible density. The density that exposes it here is an idealisation: its sharp edge would cost infinite nonrelativistic kinetic energy, but the definition of `Admissible` permits it. The theorem does not say whether smooth atomic or molecular densities alone would force the same conclusion.

```lean
#print axioms RelativisticExchangeScaling.particleNumber_scale
-- 'RelativisticExchangeScaling.particleNumber_scale' depends on axioms: [propext, Classical.choice, Quot.sound]
#print axioms RelativisticExchangeScaling.exchangeEnergy_scale
-- 'RelativisticExchangeScaling.exchangeEnergy_scale' depends on axioms: [propext, Classical.choice, Quot.sound]
#print axioms RelativisticExchangeScaling.homogeneous_scaling_iff
-- 'RelativisticExchangeScaling.homogeneous_scaling_iff' depends on axioms: [propext, Classical.choice, Quot.sound]
```
